# The linear maps on a d shell that commute with trigonal rotations, and their dimension

A ligand-field model of a trigonal complex with too few parameters silently imposes relations that symmetry does not require, such as a vanishing coupling; one with too many contains forbidden or redundant terms. The parts below count the independent linear maps that symmetry allows (five) and the parameters of a real Hamiltonian among them (four), for one electron in a single d shell, without spin–orbit coupling, when the symmetry group is D₃, generated by a threefold rotation and a twofold rotation about a perpendicular axis.

A real d orbital has the angular form rᵀQr, with Q a real symmetric traceless 3×3 matrix. This identification with orbitals is the physical step taken outside Lean. Indices 0, 1, 2 mean x, y, z.

## (a) Membership in the shell

Show that the d shell is a linear space with

Q ∈ dShell ⇔ Qᵀ = Q and tr Q = 0.

Both conditions survive sums and real multiples, so they define a subspace; membership is then the definition.

```lean
import Mathlib

open Matrix

namespace TrigonalDShell

noncomputable section

/-- The d shell, modelled as the real symmetric traceless 3 x 3 matrices. -/
def dShell : Submodule ℝ (Matrix (Fin 3) (Fin 3) ℝ) where
  carrier := {Q | Qᵀ = Q ∧ Q.trace = 0}
  zero_mem' := ⟨by simp, by simp⟩
  add_mem' := by
    rintro A B ⟨hA, hA'⟩ ⟨hB, hB'⟩
    exact ⟨by rw [Matrix.transpose_add, hA, hB], by rw [Matrix.trace_add, hA', hB', add_zero]⟩
  smul_mem' := by
    rintro c A ⟨hA, hA'⟩
    exact ⟨by rw [Matrix.transpose_smul, hA], by rw [Matrix.trace_smul, hA', smul_zero]⟩

/-- A matrix belongs to the d shell when it is symmetric and traceless. -/
theorem mem_dShell {Q : Matrix (Fin 3) (Fin 3) ℝ} :
    Q ∈ dShell ↔ Qᵀ = Q ∧ Q.trace = 0 := Iff.rfl
```

## (b) The dependent entries

Express the other four entries through Q₀₀, Q₁₁, Q₁₂, Q₀₂, Q₀₁:

Q₁₀ = Q₀₁, Q₂₀ = Q₀₂, Q₂₁ = Q₁₂, Q₂₂ = −Q₀₀ − Q₁₁.

Symmetry gives the first three, zero trace the last.

```lean
/-- The remaining four entries of a d-shell tensor follow from five chosen ones. -/
theorem entries (Q : dShell) : Q.1 1 0 = Q.1 0 1 ∧ Q.1 2 0 = Q.1 0 2 ∧
    Q.1 2 1 = Q.1 1 2 ∧ Q.1 2 2 = -Q.1 0 0 - Q.1 1 1 := by
  obtain ⟨hs, ht⟩ := mem_dShell.1 Q.2
  have s : ∀ i j, Q.1 i j = Q.1 j i := fun i j => congrFun (congrFun hs j) i
  rw [Matrix.trace_fin_three] at ht
  exact ⟨s 1 0, s 2 0, s 2 1, by linarith⟩
```

## (c) Equality from the chosen entries

Show that A = B if

A₀₀ = B₀₀, A₁₁ = B₁₁, A₁₂ = B₁₂, A₀₂ = B₀₂, A₀₁ = B₀₁.

By (b), the remaining entries agree too. Lean checks all nine positions.

```lean
/-- Two d-shell tensors are equal if their xx, yy, yz, xz and xy entries agree. -/
theorem dShell_ext {A B : dShell} (h00 : A.1 0 0 = B.1 0 0) (h11 : A.1 1 1 = B.1 1 1)
    (h12 : A.1 1 2 = B.1 1 2) (h02 : A.1 0 2 = B.1 0 2) (h01 : A.1 0 1 = B.1 0 1) : A = B := by
  obtain ⟨a1, a2, a3, a4⟩ := entries A
  obtain ⟨b1, b2, b3, b4⟩ := entries B
  apply Subtype.ext
  ext i j
  fin_cases i <;> fin_cases j
  exacts [h00, h01, h02, a1.trans (h01.trans b1.symm), h11, h12,
    a2.trans (h02.trans b2.symm), a3.trans (h12.trans b3.symm), by
      change A.1 2 2 = B.1 2 2
      rw [a4, b4, h00, h11]]
```

## (d) Building a tensor from its entries

Let `tensor` take the xx, yy, yz, xz and xy entries, in that order. Check that T = tensor(a, b, u, v, w) returns them:

T₀₀ = a, T₁₁ = b, T₁₂ = u, T₀₂ = v, T₀₁ = w.

Each is read off the matrix, whose zz entry is −a − b.

```lean
/-- The d-shell tensor with given xx, yy, yz, xz and xy entries, in this order. -/
def tensor (a b u v w : ℝ) : dShell :=
  ⟨!![a, w, v; w, b, u; v, u, -a - b], mem_dShell.2 ⟨by
    ext i j
    fin_cases i <;> fin_cases j <;> rfl, by
    rw [Matrix.trace_fin_three]
    change a + b + (-a - b) = 0
    ring⟩⟩

/-- The five entries of `tensor a b u v w` are the numbers it was built from. -/
theorem tensor_entries (a b u v w : ℝ) :
    (tensor a b u v w).1 0 0 = a ∧ (tensor a b u v w).1 1 1 = b ∧
    (tensor a b u v w).1 1 2 = u ∧ (tensor a b u v w).1 0 2 = v ∧
    (tensor a b u v w).1 0 1 = w := ⟨rfl, rfl, rfl, rfl, rfl⟩
```

## (e) The two rotations in coordinates

An orthogonal R acts by Q ↦ RQRᵀ. The threefold axis is taken along (1,1,1), not along z, and the twofold axis along (1,−1,0). Let C be the action of (x,y,z) → (z,x,y), and S that of (x,y,z) → (−y,−x,−z). Show that

CQ = tensor(Q₂₂, Q₀₀, Q₀₁, Q₁₂, Q₀₂)

SQ = tensor(Q₁₁, Q₀₀, Q₀₂, Q₁₂, Q₀₁).

C relabels the indices cyclically. S exchanges x and y, and its minus signs cancel in pairs. Lean expands RQRᵀ as a double sum and compares entries.

```lean
/-- An orthogonal matrix `R` acts on the d shell by `Q ↦ R Q Rᵀ`. -/
def rotate (R : Matrix (Fin 3) (Fin 3) ℝ) (hR : Rᵀ * R = 1) : dShell →ₗ[ℝ] dShell where
  toFun Q := ⟨R * Q.1 * Rᵀ, mem_dShell.2 ⟨by
    rw [Matrix.transpose_mul, Matrix.transpose_mul, Matrix.transpose_transpose,
      (mem_dShell.1 Q.2).1, Matrix.mul_assoc], by
    rw [Matrix.trace_mul_comm, ← Matrix.mul_assoc, hR, Matrix.one_mul, (mem_dShell.1 Q.2).2]⟩⟩
  map_add' A B := Subtype.ext (by simp [Matrix.mul_add, Matrix.add_mul])
  map_smul' c A := Subtype.ext (by simp)

/-- The action of the cyclic axis permutation (x,y,z) -> (z,x,y). -/
def threefold : Module.End ℝ dShell :=
  rotate !![0, 0, 1; 1, 0, 0; 0, 1, 0] (by
    ext i j
    fin_cases i <;> fin_cases j <;> simp [Matrix.mul_apply, Fin.sum_univ_three])

/-- The action of the twofold rotation (x,y,z) -> (-y,-x,-z). -/
def twofold : Module.End ℝ dShell :=
  rotate !![0, -1, 0; -1, 0, 0; 0, 0, -1] (by
    ext i j
    fin_cases i <;> fin_cases j <;> simp [Matrix.mul_apply, Fin.sum_univ_three])

/-- Both rotations written out in the five independent entries. -/
theorem rotations_apply (Q : dShell) :
    threefold Q = tensor (-Q.1 0 0 - Q.1 1 1) (Q.1 0 0) (Q.1 0 1) (Q.1 1 2) (Q.1 0 2) ∧
    twofold Q = tensor (Q.1 1 1) (Q.1 0 0) (Q.1 0 2) (Q.1 1 2) (Q.1 0 1) := by
  obtain ⟨h1, h2, h3, h4⟩ := entries Q
  -- the entries of R Q Rᵀ as sums, for a general R
  have key : ∀ (R : Matrix (Fin 3) (Fin 3) ℝ) (hR : Rᵀ * R = 1) (i j : Fin 3),
      (rotate R hR Q).1 i j = ∑ k, (∑ l, R i l * Q.1 l k) * R j k := by
    intro R hR i j
    change (R * Q.1 * Rᵀ) i j = _
    simp only [Matrix.mul_apply, Matrix.transpose_apply]
  constructor <;> apply dShell_ext <;>
    simp [threefold, twofold, key, Fin.sum_univ_three, tensor_entries, h1, h2, h3, h4]
```

## (f) One singlet and two doublets

Show that tensor(0,0,t,t,t) is invariant, that u = tensor(a,a,b,b,−2b) and v = tensor(a,−a,b,−b,0) obey

Cu = −u/2 − 3v/2, Cv = u/2 − v/2, Su = u, Sv = −v,

and that such tensors together give every Q.

By (e), Cu = tensor(−2a,a,−2b,b,b) and Cv = tensor(0,a,0,b,−b), as required; S exchanges the first two and the next two entries. For the expansion

Q = tensor(0,0,t,t,t) + tensor(a,a,b,b,−2b) + tensor(c,−c,d,−d,0)

take

t = (Q₁₂ + Q₀₂ + Q₀₁)/3

a = (Q₀₀ + Q₁₁)/2, b = (Q₁₂ + Q₀₂ − 2Q₀₁)/6

c = (Q₀₀ − Q₁₁)/2, d = (Q₁₂ − Q₀₂)/2.

The matrices do not depend on (a,b), so two independent choices give two equivalent doublets: the content is A1 + 2E.

```lean
/-- A line of invariant tensors, a two-parameter family of pairs of tensors that all transform by
the same matrices, and the expansion of every tensor in these. -/
theorem trigonal_content :
    (∀ t, threefold (tensor 0 0 t t t) = tensor 0 0 t t t ∧
      twofold (tensor 0 0 t t t) = tensor 0 0 t t t) ∧
    (∀ a b, let u := tensor a a b b (-2 * b)
      let v := tensor a (-a) b (-b) 0
      threefold u = (-1 / 2 : ℝ) • u + (-3 / 2 : ℝ) • v ∧
      threefold v = (1 / 2 : ℝ) • u + (-1 / 2 : ℝ) • v ∧ twofold u = u ∧ twofold v = -v) ∧
    ∀ Q : dShell, ∃ t a b c d, Q =
      tensor 0 0 t t t + tensor a a b b (-2 * b) + tensor c (-c) d (-d) 0 := by
  refine ⟨fun t => ⟨?_, ?_⟩, fun a b => ⟨?_, ?_, ?_, ?_⟩, fun Q =>
    ⟨(Q.1 1 2 + Q.1 0 2 + Q.1 0 1) / 3, (Q.1 0 0 + Q.1 1 1) / 2,
      (Q.1 1 2 + Q.1 0 2 - 2 * Q.1 0 1) / 6, (Q.1 0 0 - Q.1 1 1) / 2,
      (Q.1 1 2 - Q.1 0 2) / 2, ?_⟩⟩ <;> apply dShell_ext <;>
    simp only [rotations_apply, tensor_entries, Submodule.coe_add, Submodule.coe_smul,
      Submodule.coe_neg, Matrix.add_apply, Matrix.smul_apply, Matrix.neg_apply,
      smul_eq_mul] <;> ring
```

## (g) The general commuting map

With s = Q₁₂ + Q₀₂ + Q₀₁, show that a linear T commutes with C and S exactly when real p₀, …, p₄ exist with

(TQ)₀₀ = p₀Q₀₀ + p₁(Q₁₂ − s/3)

(TQ)₁₁ = p₀Q₁₁ + p₁(Q₀₂ − s/3)

(TQ)₁₂ = p₂Q₀₀ + p₃Q₁₂ + p₄s

(TQ)₀₂ = p₂Q₁₁ + p₃Q₀₂ + p₄s

(TQ)₀₁ = p₂Q₂₂ + p₃Q₀₁ + p₄s.

In Lean this map is `trigonalField p`. Despite its name, it need not be a Hamiltonian. The commuting maps form the centralizer `trigonalCommutant`.

```lean
/-- A five-parameter map: `p 0`, `p 3` scale the diagonal and off-diagonal triples, `p 1`, `p 2`
couple them, and `p 4` multiplies the off-diagonal sum. -/
def fieldAction (p : Fin 5 → ℝ) (Q : dShell) : dShell :=
  let s := Q.1 1 2 + Q.1 0 2 + Q.1 0 1
  tensor (p 0 * Q.1 0 0 + p 1 * (Q.1 1 2 - s / 3)) (p 0 * Q.1 1 1 + p 1 * (Q.1 0 2 - s / 3))
    (p 2 * Q.1 0 0 + p 3 * Q.1 1 2 + p 4 * s) (p 2 * Q.1 1 1 + p 3 * Q.1 0 2 + p 4 * s)
    (p 2 * (-Q.1 0 0 - Q.1 1 1) + p 3 * Q.1 0 1 + p 4 * s)

/-- The map `fieldAction`, linear in the parameters and in the tensor. -/
def trigonalField : (Fin 5 → ℝ) →ₗ[ℝ] Module.End ℝ dShell :=
  LinearMap.mk₂ ℝ fieldAction
    (by intros; apply dShell_ext <;> simp only [fieldAction, tensor_entries, Submodule.coe_add,
          Matrix.add_apply, Pi.add_apply] <;> ring)
    (by intros; apply dShell_ext <;> simp only [fieldAction, tensor_entries, Submodule.coe_smul,
          Matrix.smul_apply, Pi.smul_apply, smul_eq_mul] <;> ring)
    (by intros; apply dShell_ext <;> simp only [fieldAction, tensor_entries, Submodule.coe_add,
          Matrix.add_apply] <;> ring)
    (by intros; apply dShell_ext <;> simp only [fieldAction, tensor_entries, Submodule.coe_smul,
          Matrix.smul_apply, smul_eq_mul] <;> ring)

/-- The algebra of linear maps on the d shell that commute with both rotations. -/
def trigonalCommutant : Subalgebra ℝ (Module.End ℝ dShell) :=
  Subalgebra.centralizer ℝ {threefold, twofold}
```

The rotations permute the pairs (Q₀₀,Q₁₂), (Q₁₁,Q₀₂), (Q₂₂,Q₀₁) and preserve s, so every such map commutes (`hF`).

Conversely, let X = tensor(0,0,0,0,1) and D = diag(1,1,−2). Both are fixed by S, hence so are their images (`fixed`):

TX = tensor(α,α,β,β,γ), TD = tensor(δ,δ,ε,ε,ζ).

Applying T to D + CD + C²D = 0 and reading the xy entry gives ζ = −2ε. The formulas therefore match T on X and D with

p₀ = δ, p₁ = −3α, p₂ = ε, p₃ = γ − β, p₄ = β.

Commutation with C carries the agreement to CX, C²X and CD (`step`), and these tensors span the shell (`hQ`):

Q = Q₀₁X + Q₁₂CX + Q₀₂C²X + (Q₀₀ + 2Q₁₁)D/3 + (Q₁₁ − Q₀₀)CD/3.

```lean
/-- A linear map commutes with both rotations exactly when it is one of the
five-parameter maps. -/
theorem mem_trigonalCommutant_iff (T : Module.End ℝ dShell) :
    T ∈ trigonalCommutant ↔ ∃ p, trigonalField p = T := by
  have hF : ∀ p Q, threefold (trigonalField p Q) = trigonalField p (threefold Q) ∧
      twofold (trigonalField p Q) = trigonalField p (twofold Q) := by
    intro p Q
    constructor <;> apply dShell_ext <;> simp only [trigonalField, LinearMap.mk₂_apply,
      fieldAction, rotations_apply, tensor_entries] <;> ring
  rw [trigonalCommutant, Subalgebra.mem_centralizer_iff]
  constructor
  · intro h
    have h3 : ∀ Q, threefold (T Q) = T (threefold Q) :=
      fun Q => LinearMap.congr_fun (h threefold (by simp)) Q
    have h2 : ∀ Q, twofold (T Q) = T (twofold Q) :=
      fun Q => LinearMap.congr_fun (h twofold (by simp)) Q
    -- images of twofold-invariant tensors are twofold-invariant
    have fixed : ∀ A, twofold A = A →
        (T A).1 1 1 = (T A).1 0 0 ∧ (T A).1 0 2 = (T A).1 1 2 := by
      intro A hA
      have e : twofold (T A) = T A := by rw [h2, hA]
      have e0 := congrArg (fun B : dShell => B.1 0 0) e
      have e1 := congrArg (fun B : dShell => B.1 1 2) e
      simp only [rotations_apply, tensor_entries] at e0 e1
      exact ⟨e0, e1⟩
    obtain ⟨x1, x2⟩ := fixed (tensor 0 0 0 0 1) (by simp only [rotations_apply, tensor_entries])
    obtain ⟨w1, w2⟩ := fixed (tensor 1 1 0 0 0) (by simp only [rotations_apply, tensor_entries])
    -- the threefold orbit of diag(1,1,-2) sums to zero
    have hsum : tensor 1 1 0 0 0 + threefold (tensor 1 1 0 0 0) +
        threefold (threefold (tensor 1 1 0 0 0)) = 0 := by
      apply dShell_ext <;> simp only [rotations_apply, tensor_entries, Submodule.coe_add,
        Submodule.coe_zero, Matrix.add_apply, Matrix.zero_apply] <;> ring
    have hT := congrArg T hsum
    simp only [map_add, map_zero, ← h3] at hT
    have w3 := congrArg (fun B : dShell => B.1 0 1) hT
    simp only [rotations_apply, tensor_entries, Submodule.coe_add, Submodule.coe_zero,
      Matrix.add_apply, Matrix.zero_apply] at w3
    obtain ⟨p, p0, p1, p2, p3, p4⟩ : ∃ p : Fin 5 → ℝ,
        p 0 = (T (tensor 1 1 0 0 0)).1 0 0 ∧ p 1 = -3 * (T (tensor 0 0 0 0 1)).1 0 0 ∧
        p 2 = (T (tensor 1 1 0 0 0)).1 1 2 ∧
        p 3 = (T (tensor 0 0 0 0 1)).1 0 1 - (T (tensor 0 0 0 0 1)).1 1 2 ∧
        p 4 = (T (tensor 0 0 0 0 1)).1 1 2 := ⟨![_, _, _, _, _], rfl, rfl, rfl, rfl, rfl⟩
    have hx : T (tensor 0 0 0 0 1) = trigonalField p (tensor 0 0 0 0 1) := by
      apply dShell_ext <;> simp only [trigonalField, LinearMap.mk₂_apply, fieldAction,
        tensor_entries, p0, p1, p2, p3, p4] <;> linarith
    have hw : T (tensor 1 1 0 0 0) = trigonalField p (tensor 1 1 0 0 0) := by
      apply dShell_ext <;> simp only [trigonalField, LinearMap.mk₂_apply, fieldAction,
        tensor_entries, p0, p1, p2, p3, p4] <;> linarith
    -- agreement is carried along threefold orbits, which span the shell
    have step : ∀ Q, T Q = trigonalField p Q →
        T (threefold Q) = trigonalField p (threefold Q) := by
      intro Q hQ
      rw [← h3, hQ, (hF p Q).1]
    have hx' := step _ hx
    have hx'' := step _ hx'
    have hw' := step _ hw
    refine ⟨p, LinearMap.ext fun Q => ?_⟩
    have hQ : Q = Q.1 0 1 • tensor 0 0 0 0 1 + Q.1 1 2 • threefold (tensor 0 0 0 0 1) +
        Q.1 0 2 • threefold (threefold (tensor 0 0 0 0 1)) +
        ((Q.1 0 0 + 2 * Q.1 1 1) / 3) • tensor 1 1 0 0 0 +
        ((Q.1 1 1 - Q.1 0 0) / 3) • threefold (tensor 1 1 0 0 0) := by
      apply dShell_ext <;> simp only [rotations_apply, tensor_entries, Submodule.coe_add,
        Submodule.coe_smul, Matrix.add_apply, Matrix.smul_apply, smul_eq_mul] <;> ring
    rw [hQ]
    simp only [map_add, map_smul, hx, hx', hx'', hw, hw']
  · rintro ⟨p, rfl⟩ g hg
    rcases hg with rfl | rfl
    · exact LinearMap.ext fun Q => (hF p Q).1
    · exact LinearMap.ext fun Q => (hF p Q).2
```

## (h) Counting the parameters

Show that

dim trigonalCommutant = 5.

The values on X and D recover every pᵢ, so p ↦ T is injective on ℝ⁵ (`inj`); by (g) its range is the commutant (`hr`). The count agrees with 1² + 2² from A1 + 2E.

```lean
/-- The linear maps on the d shell that commute with the cyclic axis permutation and with
the twofold rotation form a space of dimension 5. -/
theorem finrank_trigonalCommutant : Module.finrank ℝ trigonalCommutant = 5 := by
  -- two test tensors recover all five parameters
  have inj : Function.Injective trigonalField := by
    intro p q h
    have hx := LinearMap.congr_fun h (tensor 0 0 0 0 1)
    have hw := LinearMap.congr_fun h (tensor 1 1 0 0 0)
    have a := congrArg (fun B : dShell => B.1 0 0) hw
    have b := congrArg (fun B : dShell => B.1 0 0) hx
    have c := congrArg (fun B : dShell => B.1 1 2) hw
    have d := congrArg (fun B : dShell => B.1 0 1) hx
    have e := congrArg (fun B : dShell => B.1 1 2) hx
    simp only [trigonalField, LinearMap.mk₂_apply, fieldAction, tensor_entries] at a b c d e
    have q0 : p 0 = q 0 := by linarith
    have q1 : p 1 = q 1 := by linarith
    have q2 : p 2 = q 2 := by linarith
    have q4 : p 4 = q 4 := by linarith
    have q3 : p 3 = q 3 := by linarith
    funext i
    fin_cases i
    exacts [q0, q1, q2, q3, q4]
  have hr : LinearMap.range trigonalField = Subalgebra.toSubmodule trigonalCommutant := by
    ext T
    rw [LinearMap.mem_range, Subalgebra.mem_toSubmodule, mem_trigonalCommutant_iff]
  rw [← Subalgebra.finrank_toSubmodule, ← hr, LinearMap.finrank_range_of_inj inj,
    Module.finrank_fin_fun]
```

## (i) Which maps can be Hamiltonians

A real Hamiltonian must be self-adjoint. The integral of (rᵀAr)(rᵀBr) over the unit sphere is a positive constant times tr(AB) for d-shell tensors, so the trace serves as the inner product of orbitals; this too is taken outside Lean. Show that tr(A·TB) = tr(TA·B) for all A, B exactly when

p₁ = 2p₂.

For A = D and B = X the two sides are −2p₁ and −4p₂, which forces the relation. Conversely, the p₀, p₃ and p₄ terms are symmetric, and the coupling terms match because each off-diagonal entry counts twice in the trace. Lean expands the trace in `form` and compares polynomials.

A real one-electron Hamiltonian with D₃ symmetry in this shell thus has four real parameters, including the overall energy. In the cubic limit p₁ = p₂ = p₄ = 0, where x, y and z are fourfold axes, the diagonal tensors (e_g) have energy p₀ and the off-diagonal ones (t₂g) have energy p₃.

```lean
/-- A five-parameter map is self-adjoint for the trace form `tr(A B)` exactly when its two
couplings satisfy `p 1 = 2 * p 2`. -/
theorem selfAdjoint_iff (p : Fin 5 → ℝ) :
    (∀ A B : dShell, (A.1 * (trigonalField p B).1).trace = ((trigonalField p A).1 * B.1).trace)
      ↔ p 1 = 2 * p 2 := by
  have form : ∀ A B : dShell, (A.1 * B.1).trace = A.1 0 0 * B.1 0 0 + A.1 1 1 * B.1 1 1 +
      (A.1 0 0 + A.1 1 1) * (B.1 0 0 + B.1 1 1) +
      2 * (A.1 1 2 * B.1 1 2 + A.1 0 2 * B.1 0 2 + A.1 0 1 * B.1 0 1) := by
    intro A B
    obtain ⟨a1, a2, a3, a4⟩ := entries A
    obtain ⟨b1, b2, b3, b4⟩ := entries B
    simp only [Matrix.trace_fin_three, Matrix.mul_apply, Fin.sum_univ_three,
      a1, a2, a3, a4, b1, b2, b3, b4]
    ring
  constructor
  · intro h
    have e := h (tensor 1 1 0 0 0) (tensor 0 0 0 0 1)
    simp only [form, trigonalField, LinearMap.mk₂_apply, fieldAction, tensor_entries] at e
    linarith
  · intro hp A B
    simp only [form, trigonalField, LinearMap.mk₂_apply, fieldAction, tensor_entries, hp]
    ring

end

end TrigonalDShell
```

```lean
#print axioms TrigonalDShell.trigonal_content
-- 'TrigonalDShell.trigonal_content' depends on axioms: [propext, Classical.choice, Quot.sound]
#print axioms TrigonalDShell.finrank_trigonalCommutant
-- 'TrigonalDShell.finrank_trigonalCommutant' depends on axioms: [propext, Classical.choice, Quot.sound]
#print axioms TrigonalDShell.selfAdjoint_iff
-- 'TrigonalDShell.selfAdjoint_iff' depends on axioms: [propext, Classical.choice, Quot.sound]
```
